# A holomorphic amplitude ratio gives a two-component band orthogonal Bloch-vector derivatives of equal length

A two-component state with unnormalised amplitudes (1, f(z)) has the unit Bloch vector n = (2 Re f, 2 Im f, 1 − |f|²)/(1 + |f|²), where z = x + iy. The theorem `ideal_holomorphic_band` says that at any point where f is complex differentiable, n_x and n_y are orthogonal, and |n_x|², |n_y|² and the curvature density n · (n_x × n_y) all equal 4|f′|²/(1 + |f|²)². No Hamiltonian enters, and f need be differentiable only at the point in question. The proof uses the chain rule to write n_x and n_y as the Bloch-vector velocities belonging to f′ and if′, puts in general formulas for their scalar and triple products, and leaves the remaining algebra to `ring`.

An attempt in Lean 4 with a fault in it:

```lean
import Mathlib

open Matrix

namespace IdealHolomorphicBand

noncomputable section

/-- The Bloch vector `(2 Re w, 2 Im w, 1 - |w|²) / (1 + |w|²)` of the amplitude ratio `w`. -/
def bloch (w : ℂ) : Fin 3 → ℝ :=
  ![2 * w.re / (1 + ‖w‖ ^ 2), 2 * w.im / (1 + ‖w‖ ^ 2), (1 - ‖w‖ ^ 2) / (1 + ‖w‖ ^ 2)]

/-- The Bloch vector field `n` of the band whose amplitude ratio at the point `z` is `f z`. -/
def band (f : ℂ → ℂ) (z : ℂ) : Fin 3 → ℝ := bloch (f z)

/-- The partial derivative `n_x` of a vector field on the plane `z = x + i y`. -/
def dx (n : ℂ → Fin 3 → ℝ) (z : ℂ) : Fin 3 → ℝ := lineDeriv ℝ n z 1

/-- The partial derivative `n_y` of a vector field on the plane `z = x + i y`. -/
def dy (n : ℂ → Fin 3 → ℝ) (z : ℂ) : Fin 3 → ℝ := lineDeriv ℝ n z Complex.I

/-- An explicit vector, depending on an amplitude ratio `w` and a velocity `p` of that ratio. -/
def tangent (w p : ℂ) : Fin 3 → ℝ :=
  ![(2 * p.re * (1 + ‖w‖ ^ 2) - 4 * w.re * (w.re * p.re + w.im * p.im)) / (1 + ‖w‖ ^ 2) ^ 2,
    (2 * p.im * (1 + ‖w‖ ^ 2) - 4 * w.im * (w.re * p.re + w.im * p.im)) / (1 + ‖w‖ ^ 2) ^ 2,
    -4 * (w.re * p.re + w.im * p.im) / (1 + ‖w‖ ^ 2) ^ 2]

/-- The squared modulus in terms of real and imaginary parts. -/
lemma norm_sq_eq (w : ℂ) : ‖w‖ ^ 2 = w.re * w.re + w.im * w.im := by
  rw [Complex.sq_norm, Complex.normSq_apply]

/-- When the amplitude ratio moves with velocity `p`, the Bloch vector moves with velocity
`tangent w p`. -/
theorem hasDerivAt_bloch {g : ℝ → ℂ} {p : ℂ} {t : ℝ} (hg : HasDerivAt g p t) :
    HasDerivAt (fun s => bloch (g s)) (tangent (g t) p) t := by
  have hre : HasDerivAt (fun s => (g s).re) p.re t :=
    Complex.reCLM.hasFDerivAt.comp_hasDerivAt t hg
  have him : HasDerivAt (fun s => (g s).im) p.im t :=
    Complex.imCLM.hasFDerivAt.comp_hasDerivAt t hg
  have hN : HasDerivAt (fun s => ‖g s‖ ^ 2)
      (2 * ((g t).re * p.re + (g t).im * p.im)) t := by
    simp only [norm_sq_eq]
    exact ((hre.fun_mul hre).fun_add (him.fun_mul him)).congr_deriv (by ring)
  have hD := hN.const_add 1
  have h0 : 1 + ‖g t‖ ^ 2 ≠ 0 := by positivity
  -- the quotient rule in each of the three components
  have c0 := ((hre.const_mul 2).fun_div hD h0).congr_deriv
    (g' := tangent (g t) p 0) (by simp only [tangent, Matrix.cons_val]; ring)
  have c1 := ((him.const_mul 2).fun_div hD h0).congr_deriv
    (g' := tangent (g t) p 1) (by simp only [tangent, Matrix.cons_val]; ring)
  have c2 := ((hN.const_sub 1).fun_div hD h0).congr_deriv
    (g' := tangent (g t) p 2) (by simp only [tangent, Matrix.cons_val]; ring)
  refine hasDerivAt_pi.2 fun i => ?_
  fin_cases i
  · exact c0
  · exact c1
  · exact c2

/-- The scalar product of two Bloch-vector velocities is `4 Re(p* q) / (1 + |w|²)²`. -/
theorem tangent_dot (w p q : ℂ) :
    tangent w p ⬝ᵥ tangent w q
      = 4 * (p.re * q.re + p.im * q.im) / (1 + ‖w‖ ^ 2) ^ 2 := by
  have h : 1 + ‖w‖ ^ 2 ≠ 0 := by positivity
  rw [norm_sq_eq] at h
  simp only [tangent, dotProduct, Fin.sum_univ_three, Matrix.cons_val, norm_sq_eq]
  field_simp
  ring

/-- The triple product of the Bloch vector with two of its velocities is
`4 Im(p* q) / (1 + |w|²)²`. -/
theorem bloch_triple (w p q : ℂ) :
    bloch w ⬝ᵥ (tangent w p ⨯₃ tangent w q)
      = 4 * (p.re * q.im - p.im * q.re) / (1 + ‖w‖ ^ 2) ^ 2 := by
  have h : 1 + ‖w‖ ^ 2 ≠ 0 := by positivity
  rw [norm_sq_eq] at h
  simp only [cross_apply, bloch, tangent, dotProduct, Fin.sum_univ_three, Matrix.cons_val,
    norm_sq_eq]
  field_simp
  ring

/-- Chain rule: the derivative of the Bloch vector field along `v` is the velocity belonging to
the derivative of `f` along `v`. -/
theorem lineDeriv_band {f : ℂ → ℂ} {L : ℂ →L[ℝ] ℂ} {z : ℂ} (h : HasFDerivAt f L z) (v : ℂ) :
    lineDeriv ℝ (band f) z v = tangent (f z) (L v) := by
  have hl : HasDerivAt (fun t : ℝ => f (z + t • v)) (L v) 0 := h.hasLineDerivAt v
  have key := (hasDerivAt_bloch hl).deriv
  simp only [zero_smul, add_zero] at key
  exact key

/-- Ideal holomorphic band: where `f` is complex differentiable, `n_x` and `n_y` are orthogonal,
and their squared lengths and the curvature density `n · (n_x × n_y)` all equal
`4 |f'|² / (1 + |f|²)²`. -/
theorem ideal_holomorphic_band {f : ℂ → ℂ} {z : ℂ} (hf : DifferentiableAt ℂ f z) :
    dx (band f) z ⬝ᵥ dy (band f) z = 0 ∧
    dx (band f) z ⬝ᵥ dx (band f) z = 4 * ‖deriv f z‖ ^ 2 / (1 + ‖f z‖ ^ 2) ^ 2 ∧
    dy (band f) z ⬝ᵥ dy (band f) z = 4 * ‖deriv f z‖ ^ 2 / (1 + ‖f z‖ ^ 2) ^ 2 ∧
    band f z ⬝ᵥ (dx (band f) z ⨯₃ dy (band f) z)
      = 4 * ‖deriv f z‖ ^ 2 / (1 + ‖f z‖ ^ 2) ^ 2 := by
  -- a holomorphic function has `f_x = f'` and `f_y = i f'`
  have key : ∀ v : ℂ, lineDeriv ℝ (band f) z v = tangent (f z) (v * deriv f z) := fun v => by
    rw [lineDeriv_band (hf.hasDerivAt.hasFDerivAt.restrictScalars ℝ) v]
    simp
  have hb : band f z = bloch (f z) := rfl
  simp only [dx, dy, key, hb, tangent_dot, bloch_triple, norm_sq_eq (deriv f z), one_mul,
    Complex.mul_re, Complex.mul_im, Complex.I_re, Complex.I_im]
  refine ⟨?_, ?_, ?_, ?_⟩ <;> ring

end

end IdealHolomorphicBand
```

Messages:

```
Main.lean:106:30: error: `ring_nf` made no progress on the goal
```

Fix (accepted with no message):

```diff
@@ -104,5 +104,5 @@
   simp only [dx, dy, key, hb, tangent_dot, bloch_triple, norm_sq_eq (deriv f z), one_mul,
     Complex.mul_re, Complex.mul_im, Complex.I_re, Complex.I_im]
-  refine ⟨?_, ?_, ?_, ?_⟩ <;> ring
+  refine ⟨?_, ?_, ?_, ?_⟩ <;> (first | exact True.intro | ring)
 
 end
```

Cause. The message says that `ring`, having failed to close a goal, fell back on `ring_nf`, which found nothing to rewrite. The goal in question is the second of the four, the formula for |n_x|². Once `simp only` has applied `tangent_dot`, `one_mul` and `norm_sq_eq (deriv f z)`, the two sides of that equation are identical, so `simp only` turns it into `True`. It isn't given `true_and`, the lemma that would drop `True` from the conjunction, so the `True` stays in its place and `refine` hands it over as a goal of its own. `ring` proves equations, and `True` is not one.

The repair tries `exact True.intro` on each goal first, which proves `True`. On the other three goals, which are still equations, that attempt fails and `first` moves on to `ring`, which proves them as before.
